# Reversing the order of the Jz eigenstates preserves Jx and changes the sign of Jy

Take a single spin of size n/2, in units with ħ = 1, and write its operators in the basis of Jz eigenstates, ordered from the highest eigenvalue to the lowest. The phases are the usual ones, for which the raising and lowering operators have real, non-negative entries. Let P be the matrix that reverses the order of these n + 1 states, sending index k to n − k. The declaration `spinFlip_conj_Jx_Jy` states that P Jx P = Jx and P Jy P = −Jy, as identities between complex (n + 1) × (n + 1) matrices, for every natural number n. The proof writes Jx and Jy through the raising and lowering operators and distributes the products with P over their sum and difference. It then uses the earlier lemmas that P turns each of these operators into the other, which leaves only the order of the terms and the signs to settle.

This version doesn't compile in Lean 4 with Mathlib:

```lean
import Mathlib

open Matrix

namespace SpinFlipSymmetry

noncomputable section

/-- The raising operator `J₊`, with entries `√((k+1)(n-k))` at `(k, k+1)` and zero elsewhere. -/
def Jplus (n : ℕ) : Matrix (Fin (n + 1)) (Fin (n + 1)) ℂ :=
  Matrix.of fun i j => if (i : ℕ) + 1 = (j : ℕ) then
    ((Real.sqrt ((((i : ℕ) : ℝ) + 1) * ((n : ℝ) - ((i : ℕ) : ℝ))) : ℝ) : ℂ) else 0

/-- The lowering operator `J₋`, the transpose of `J₊`. -/
def Jminus (n : ℕ) : Matrix (Fin (n + 1)) (Fin (n + 1)) ℂ := (Jplus n)ᵀ

/-- The component `Jx = (J₊ + J₋)/2`. -/
def Jx (n : ℕ) : Matrix (Fin (n + 1)) (Fin (n + 1)) ℂ :=
  (1 / 2 : ℂ) • (Jplus n + Jminus n)

/-- The component `Jy = (J₊ - J₋)/(2i)`, written with the prefactor `-i/2`. -/
def Jy (n : ℕ) : Matrix (Fin (n + 1)) (Fin (n + 1)) ℂ :=
  (-Complex.I / 2) • (Jplus n - Jminus n)

/-- The flip `P`: the permutation matrix that sends the basis index `k` to `n - k`. -/
def spinFlip (n : ℕ) : Matrix (Fin (n + 1)) (Fin (n + 1)) ℂ :=
  Matrix.of fun i j => if j = Fin.rev i then 1 else 0

/-- Conjugating an operator by the flip reverses both of its matrix indices. -/
theorem spinFlip_conj_apply (n : ℕ) (A : Matrix (Fin (n + 1)) (Fin (n + 1)) ℂ)
    (i j : Fin (n + 1)) :
    (spinFlip n * A * spinFlip n) i j = A (Fin.rev i) (Fin.rev j) := by
  have hl : ∀ k, (spinFlip n * A) i k = A (Fin.rev i) k := by
    intro k
    simp [spinFlip, Matrix.mul_apply]
  -- only the intermediate index `rev j` contributes
  rw [Matrix.mul_apply, Finset.sum_eq_single (Fin.rev j)]
  · rw [hl]
    simp [spinFlip]
  · intro k _ hk
    have hne : j ≠ Fin.rev k := fun h => hk (by rw [h, Fin.rev_rev])
    simp [spinFlip, hne]
  · simp

/-- Flipping twice is the identity: `P² = 1`. -/
theorem spinFlip_mul_self (n : ℕ) : spinFlip n * spinFlip n = 1 := by
  ext i j
  have h := spinFlip_conj_apply n 1 i j
  rw [mul_one] at h
  rw [h]
  simp [Matrix.one_apply]

/-- The flip turns the raising operator into the lowering operator: `P J₊ P = J₋`. -/
theorem spinFlip_conj_Jplus (n : ℕ) :
    spinFlip n * Jplus n * spinFlip n = Jminus n := by
  ext i j
  rw [spinFlip_conj_apply]
  change Jplus n (Fin.rev i) (Fin.rev j) = Jplus n j i
  have hi := i.isLt
  have hj := j.isLt
  have ri : (Fin.rev i : ℕ) = n + 1 - ((i : ℕ) + 1) := Fin.val_rev i
  have rj : (Fin.rev j : ℕ) = n + 1 - ((j : ℕ) + 1) := Fin.val_rev j
  simp only [Jplus, Matrix.of_apply]
  by_cases h : (j : ℕ) + 1 = (i : ℕ)
  · have h' : (Fin.rev i : ℕ) + 1 = (Fin.rev j : ℕ) := by omega
    have hs : (Fin.rev i : ℕ) + (j : ℕ) + 1 = n := by omega
    have hc : ((Fin.rev i : ℕ) : ℝ) + ((j : ℕ) : ℝ) + 1 = (n : ℝ) := by exact_mod_cast hs
    -- the two factors under the square root trade places
    have e : (((Fin.rev i : ℕ) : ℝ) + 1) * ((n : ℝ) - ((Fin.rev i : ℕ) : ℝ))
        = (((j : ℕ) : ℝ) + 1) * ((n : ℝ) - ((j : ℕ) : ℝ)) := by
      rw [← hc]
      ring
    rw [if_pos h', if_pos h, e]
  · have h' : ¬ (Fin.rev i : ℕ) + 1 = (Fin.rev j : ℕ) := by omega
    rw [if_neg h', if_neg h]

/-- The flip turns the lowering operator into the raising operator: `P J₋ P = J₊`. -/
theorem spinFlip_conj_Jminus (n : ℕ) :
    spinFlip n * Jminus n * spinFlip n = Jplus n := by
  rw [← spinFlip_conj_Jplus]
  calc spinFlip n * (spinFlip n * Jplus n * spinFlip n) * spinFlip n
      = (spinFlip n * spinFlip n) * Jplus n * (spinFlip n * spinFlip n) := by noncomm_ring
    _ = Jplus n := by rw [spinFlip_mul_self, one_mul, mul_one]

/-- The flip keeps the `x` component and reverses the `y` component:
`P Jx P = Jx` and `P Jy P = -Jy`. -/
theorem spinFlip_conj_Jx_Jy (n : ℕ) :
    spinFlip n * Jx n * spinFlip n = Jx n ∧ spinFlip n * Jy n * spinFlip n = -Jy n := by
  constructor
  · rw [Jx, Matrix.mul_smul, Matrix.smul_mul, mul_add, add_mul,
      spinFlip_conj_Jplus, spinFlip_conj_Jminus, add_comm]
  · rw [Jy, Matrix.mul_smul, Matrix.smul_mul, mul_sub, sub_mul,
      spinFlip_conj_Jplus, spinFlip_conj_Jminus, ← smul_neg, neg_sub]

end

end SpinFlipSymmetry
```

Messages:

```
Main.lean:91:49: error: Tactic `rewrite` failed: motive is not type correct:
  fun _a => (1 / 2) • (Jminus n + Jplus n) = (1 / 2) • (Jplus n + Jminus n)
Error: Application type mismatch: The argument
  Jminus n
has type
  Matrix (Fin (n + 1)) (Fin (n + 1)) ℂ
but is expected to have type
  Matrix (Fin _a) (Fin _a) ℂ
in the application
  HAdd.hAdd (Jminus n)

Explanation: The rewrite tactic rewrites an expression 'e' using an equality 'a = b' by the following process. First, it looks for all 'a' in 'e'. Second, it tries to abstract these occurrences of 'a' to create a function 'm := fun _a => ...', called the *motive*, with the property that 'm a' is definitionally equal to 'e'. Third, we observe that 'congrArg' implies that 'm a = m b', which can be used with lemmas such as 'Eq.mpr' to change the goal. However, if 'e' depends on specific properties of 'a', then the motive 'm' might not typecheck.

Possible solutions: use rewrite's 'occs' configuration option to limit which occurrences are rewritten, or use 'simp' or 'conv' mode, which have strategies for certain kinds of dependencies (these tactics can handle proofs and 'Decidable' instances whose types depend on the rewritten term, and 'simp' can apply user-defined '@[congr]' theorems as well).

case left
n : ℕ
⊢ (1 / 2) • (Jminus n + Jplus n) = (1 / 2) • (Jplus n + Jminus n)
```

After these edits no error is left:

```diff
@@ -89,5 +89,5 @@
   constructor
   · rw [Jx, Matrix.mul_smul, Matrix.smul_mul, mul_add, add_mul,
-      spinFlip_conj_Jplus, spinFlip_conj_Jminus, add_comm]
+      spinFlip_conj_Jplus, spinFlip_conj_Jminus, add_comm (Jminus n) (Jplus n)]
   · rw [Jy, Matrix.mul_smul, Matrix.smul_mul, mul_sub, sub_mul,
       spinFlip_conj_Jplus, spinFlip_conj_Jminus, ← smul_neg, neg_sub]
```

What went wrong. The error is in the `x` half, at the final `add_comm`. By then the goal differs from an identity only in the order of a sum: `Jminus n + Jplus n` on the left, `Jplus n + Jminus n` on the right.

Without arguments, `add_comm` fits any addition, and `rw` settled on the `n + 1` inside the matrix type instead of the sum of matrices. The message shows this: in the expected type `Matrix (Fin _a) (Fin _a) ℂ`, the variable `_a` stands where `n + 1` was. `rw` must replace that term by a variable throughout the goal, but `Jminus n` has indices in `Fin (n + 1)`, not in `Fin _a` for arbitrary `_a`. The abstracted goal, which Lean calls the motive, is therefore not type correct.

The repair writes `add_comm (Jminus n) (Jplus n)`, which fits only the intended matrix sum. The rewrite leaves the dimension alone and makes the two sides identical, and `rw` then closes the goal by reflexivity.
